# The diagonal kernel in a magnetic field as a sum over Landau levels, and its zero-field limit

For a charged particle in a plane, switching off a perpendicular magnetic field term by term in the thermal sum over Landau levels gives zero, because the number of states per area in every level vanishes with the field, while the closed-form path-integral kernel turns into 0/0. The Lean 4 file below shows that the two expressions are the same function for every positive field and that both approach the free-particle value as the field decreases to zero.

```lean
import Mathlib

open Filter Topology

namespace LandauDiagonalKernel

noncomputable section

/-- Cyclotron frequency `ω = eB/m` of a charge `e` with mass `m` in a field `B`. -/
def cyclotron (e B m : ℝ) : ℝ := e * B / m

/-- The `n`-th Landau level `ħω(n + 1/2)`. -/
def landauLevel (hbar w : ℝ) (n : ℕ) : ℝ := hbar * w * ((n : ℝ) + 1 / 2)

/-- Number of states per unit area in one Landau level, `eB/(2πħ)`. -/
def degeneracy (e B hbar : ℝ) : ℝ := e * B / (2 * Real.pi * hbar)

/-- Closed form of the diagonal imaginary-time kernel in the plane perpendicular to the
field, `eB/(4πħ sinh(βħω/2))`. -/
def diagKernel (e B m hbar β : ℝ) : ℝ :=
  e * B / (4 * Real.pi * hbar * Real.sinh (β * hbar * cyclotron e B m / 2))

/-- Diagonal imaginary-time kernel of the free particle in the plane, `m/(2πħ²β)`. -/
def freeKernel (m hbar β : ℝ) : ℝ := m / (2 * Real.pi * hbar ^ 2 * β)

/-- The identity `exp(-x/2) · 2 sinh(x/2) = 1 - exp(-x)`. -/
theorem exp_mul_two_sinh (x : ℝ) :
    Real.exp (-(x / 2)) * (2 * Real.sinh (x / 2)) = 1 - Real.exp (-x) := by
  have h1 : Real.exp (-(x / 2)) * Real.exp (x / 2) = 1 := by
    rw [← Real.exp_add]; simp
  have h2 : Real.exp (-(x / 2)) * Real.exp (-(x / 2)) = Real.exp (-x) := by
    rw [← Real.exp_add]; congr 1; ring
  rw [Real.sinh_eq]
  linear_combination h1 - h2

/-- For `x > 0` the Boltzmann factors `exp(-x(n + 1/2))` sum to `1/(2 sinh(x/2))`. -/
theorem hasSum_boltzmann {x : ℝ} (hx : 0 < x) :
    HasSum (fun n : ℕ => Real.exp (-(x * ((n : ℝ) + 1 / 2))))
      (1 / (2 * Real.sinh (x / 2))) := by
  -- geometric series with ratio `exp(-x) < 1`
  have hr : Real.exp (-x) < 1 := by
    have h := Real.exp_lt_exp.2 (show -x < 0 by linarith)
    rwa [Real.exp_zero] at h
  have hg := (hasSum_geometric_of_lt_one (Real.exp_pos (-x)).le hr).mul_left
    (Real.exp (-(x / 2)))
  have hf : (fun n : ℕ => Real.exp (-(x * ((n : ℝ) + 1 / 2))))
      = fun n : ℕ => Real.exp (-(x / 2)) * Real.exp (-x) ^ n := by
    funext n
    rw [← Real.exp_nat_mul, ← Real.exp_add]
    congr 1
    ring
  have hv : 1 / (2 * Real.sinh (x / 2)) = Real.exp (-(x / 2)) * (1 - Real.exp (-x))⁻¹ := by
    rw [← exp_mul_two_sinh, mul_inv, ← mul_assoc, mul_inv_cancel₀ (Real.exp_ne_zero _),
      one_mul, one_div]
  rw [hf, hv]
  exact hg

/-- For positive parameters the Boltzmann factors of the Landau levels are summable, and the
diagonal kernel equals the degeneracy per area times their sum. -/
theorem diagKernel_eq_landau_sum {e B m hbar β : ℝ} (he : 0 < e) (hB : 0 < B) (hm : 0 < m)
    (hh : 0 < hbar) (hβ : 0 < β) :
    Summable (fun n : ℕ => Real.exp (-β * landauLevel hbar (cyclotron e B m) n)) ∧
      diagKernel e B m hbar β =
        degeneracy e B hbar * ∑' n : ℕ, Real.exp (-β * landauLevel hbar (cyclotron e B m) n) := by
  have hw : 0 < cyclotron e B m := div_pos (mul_pos he hB) hm
  have h := hasSum_boltzmann (x := β * hbar * cyclotron e B m) (by positivity)
  have hf : ∀ n : ℕ, Real.exp (-β * landauLevel hbar (cyclotron e B m) n)
      = Real.exp (-(β * hbar * cyclotron e B m * ((n : ℝ) + 1 / 2))) := by
    intro n
    congr 1
    unfold landauLevel
    ring
  simp only [hf]
  refine ⟨h.summable, ?_⟩
  rw [h.tsum_eq]
  unfold diagKernel degeneracy
  ring

/-- The diagonal kernel is the free value times `u / sinh u`, with `u = βħω/2`. -/
theorem diagKernel_eq_free_mul {e B m hbar β : ℝ} (he : 0 < e) (hB : 0 < B) (hm : 0 < m)
    (hh : 0 < hbar) (hβ : 0 < β) :
    diagKernel e B m hbar β = freeKernel m hbar β *
      ((β * hbar * cyclotron e B m / 2) / Real.sinh (β * hbar * cyclotron e B m / 2)) := by
  have hw : 0 < cyclotron e B m := div_pos (mul_pos he hB) hm
  have hs : 0 < Real.sinh (β * hbar * cyclotron e B m / 2) :=
    Real.sinh_pos_iff.2 (by positivity)
  have hpi := Real.pi_pos
  unfold diagKernel freeKernel
  generalize Real.sinh (β * hbar * cyclotron e B m / 2) = s at hs ⊢
  unfold cyclotron
  field_simp
  ring

/-- The factor `u / sinh u` tends to `1` as `u → 0` through nonzero values. -/
theorem tendsto_div_sinh : Tendsto (fun u : ℝ => u / Real.sinh u) (𝓝[≠] 0) (𝓝 1) := by
  -- the slope of `sinh` at the origin is `cosh 0 = 1`
  have h := (Real.hasDerivAt_sinh 0).tendsto_slope_zero
  have h2 : Tendsto (fun t : ℝ => Real.sinh t / t) (𝓝[≠] 0) (𝓝 1) := by
    simpa [div_eq_inv_mul] using h
  simpa [inv_div] using h2.inv₀ one_ne_zero

/-- As the field decreases to zero the diagonal kernel tends to the free value
`m/(2πħ²β)`. -/
theorem diagKernel_tendsto_free {e m hbar β : ℝ} (he : 0 < e) (hm : 0 < m)
    (hh : 0 < hbar) (hβ : 0 < β) :
    Tendsto (fun B => diagKernel e B m hbar β) (𝓝[>] 0) (𝓝 (freeKernel m hbar β)) := by
  have hc : Continuous (fun B : ℝ => β * hbar * cyclotron e B m / 2) := by
    unfold cyclotron
    fun_prop
  -- `u = βħω/2` goes to zero through nonzero values
  have hu : Tendsto (fun B : ℝ => β * hbar * cyclotron e B m / 2) (𝓝[>] 0) (𝓝[≠] 0) := by
    refine tendsto_nhdsWithin_iff.2
      ⟨(hc.tendsto' 0 0 (by simp [cyclotron])).mono_left nhdsWithin_le_nhds, ?_⟩
    filter_upwards [self_mem_nhdsWithin] with B hB
    have hw : 0 < cyclotron e B m := div_pos (mul_pos he hB) hm
    have hpos : 0 < β * hbar * cyclotron e B m / 2 := by positivity
    exact Set.mem_compl_singleton_iff.mpr hpos.ne'
  have h := (tendsto_div_sinh.comp hu).const_mul (freeKernel m hbar β)
  rw [mul_one] at h
  refine h.congr' ?_
  filter_upwards [self_mem_nhdsWithin] with B hB
  exact (diagKernel_eq_free_mul he hB hm hh hβ).symm

/-- As the field decreases to zero, the degeneracy per area times the Boltzmann sum over
Landau levels tends to the free value `m/(2πħ²β)`. -/
theorem landau_sum_tendsto_free {e m hbar β : ℝ} (he : 0 < e) (hm : 0 < m)
    (hh : 0 < hbar) (hβ : 0 < β) :
    Tendsto (fun B => degeneracy e B hbar *
        ∑' n : ℕ, Real.exp (-β * landauLevel hbar (cyclotron e B m) n))
      (𝓝[>] 0) (𝓝 (freeKernel m hbar β)) := by
  refine (diagKernel_tendsto_free he hm hh hβ).congr' ?_
  filter_upwards [self_mem_nhdsWithin] with B hB
  exact (diagKernel_eq_landau_sum he hB hm hh hβ).2

/-- For every positive field the diagonal kernel lies strictly below the free value. -/
theorem diagKernel_lt_free {e B m hbar β : ℝ} (he : 0 < e) (hB : 0 < B) (hm : 0 < m)
    (hh : 0 < hbar) (hβ : 0 < β) :
    diagKernel e B m hbar β < freeKernel m hbar β := by
  have hw : 0 < cyclotron e B m := div_pos (mul_pos he hB) hm
  have hu : 0 < β * hbar * cyclotron e B m / 2 := by positivity
  have hpi := Real.pi_pos
  have hf : 0 < freeKernel m hbar β := by
    unfold freeKernel
    positivity
  rw [diagKernel_eq_free_mul he hB hm hh hβ]
  -- `u < sinh u` for `u > 0`
  exact mul_lt_of_lt_one_right hf
    ((div_lt_one (Real.sinh_pos_iff.2 hu)).2 (Real.self_lt_sinh_iff.2 hu))

/-- As `β → ∞`, the diagonal kernel times `exp(β E₀)`, with `E₀` the `n = 0` Landau level,
tends to the degeneracy per area `eB/(2πħ)`. -/
theorem lowest_level_limit {e B m hbar : ℝ} (he : 0 < e) (hB : 0 < B) (hm : 0 < m)
    (hh : 0 < hbar) :
    Tendsto (fun β => Real.exp (β * landauLevel hbar (cyclotron e B m) 0) *
        diagKernel e B m hbar β) atTop (𝓝 (degeneracy e B hbar)) := by
  have hw : 0 < cyclotron e B m := div_pos (mul_pos he hB) hm
  have hx : Tendsto (fun β : ℝ => Real.exp (-(β * hbar * cyclotron e B m))) atTop (𝓝 0) :=
    Real.tendsto_exp_neg_atTop_nhds_zero.comp
      ((tendsto_id.atTop_mul_const hh).atTop_mul_const hw)
  have h1 : Tendsto (fun β : ℝ => 1 - Real.exp (-(β * hbar * cyclotron e B m))) atTop
      (𝓝 (1 - 0)) := tendsto_const_nhds.sub hx
  have h := (h1.inv₀ (by norm_num)).const_mul (degeneracy e B hbar)
  rw [sub_zero, inv_one, mul_one] at h
  -- `exp(β E₀) K = g / (1 - exp(-βħω))`
  have hid : ∀ β : ℝ,
      degeneracy e B hbar * (1 - Real.exp (-(β * hbar * cyclotron e B m)))⁻¹ =
        Real.exp (β * landauLevel hbar (cyclotron e B m) 0) * diagKernel e B m hbar β := by
    intro β
    have hE : Real.exp (β * landauLevel hbar (cyclotron e B m) 0)
        = (Real.exp (-(β * hbar * cyclotron e B m / 2)))⁻¹ := by
      rw [← Real.exp_neg]
      congr 1
      unfold landauLevel
      push_cast
      ring
    rw [← exp_mul_two_sinh, hE]
    unfold diagKernel degeneracy
    ring
  exact h.congr hid

end

end LandauDiagonalKernel
```

```lean
#print axioms LandauDiagonalKernel.diagKernel_eq_landau_sum
-- 'LandauDiagonalKernel.diagKernel_eq_landau_sum' depends on axioms: [propext, Classical.choice, Quot.sound]
#print axioms LandauDiagonalKernel.landau_sum_tendsto_free
-- 'LandauDiagonalKernel.landau_sum_tendsto_free' depends on axioms: [propext, Classical.choice, Quot.sound]
#print axioms LandauDiagonalKernel.diagKernel_lt_free
-- 'LandauDiagonalKernel.diagKernel_lt_free' depends on axioms: [propext, Classical.choice, Quot.sound]
#print axioms LandauDiagonalKernel.lowest_level_limit
-- 'LandauDiagonalKernel.lowest_level_limit' depends on axioms: [propext, Classical.choice, Quot.sound]
```

## What the theorems say

Five real numbers enter: the charge e, the field B, the mass m, the reduced Planck constant ħ (`hbar`) and the inverse temperature β. From them the file defines the cyclotron frequency ω (`cyclotron`), the Landau levels E_n for n = 0, 1, 2, … (`landauLevel`), the number g of states per area in one level (`degeneracy`), the diagonal kernel K (`diagKernel`) and its free counterpart K₀ (`freeKernel`):

ω = eB/m

E_n = ħω(n + 1/2)

g = eB/(2πħ)

K = eB / (4πħ sinh(βħω/2))

K₀ = m/(2πħ²β)

Every parameter that is held fixed in a theorem is assumed strictly positive; the hypotheses are `he`, `hB`, `hm`, `hh` and `hβ`.

`diagKernel_eq_landau_sum` has two parts. The series Σ exp(−βE_n) over n ≥ 0 is `Summable`, so that `∑'` denotes the sum of a convergent series, and

K = g Σ_{n≥0} exp(−βE_n).

`diagKernel_tendsto_free` states that K → K₀ as B decreases to 0 at fixed e, m, ħ, β, and `landau_sum_tendsto_free` states the same limit for g Σ exp(−βE_n). The filter `𝓝[>] 0` means that B approaches 0 through strictly positive values. The point B = 0 has to stay out: there Lean's division gives `diagKernel` the value 0/0 = 0, which differs from K₀.

`diagKernel_lt_free` states K < K₀ for every B > 0. `lowest_level_limit` states that exp(βE₀) K → g as β → ∞ (`atTop`) at fixed e, B, m, ħ.

## The physics encoded

The model is one spinless particle on the infinite plane with Hamiltonian H = (p − eA)²/(2m), where p is the momentum and A a vector potential for the uniform perpendicular field. The diagonal imaginary-time kernel is ⟨r|exp(−βH)|r⟩ at a point r of the plane. It does not depend on r, has the dimension of an inverse area, and is the one-particle partition function per unit area. Two routes lead to it. The Gaussian path integral over closed paths of imaginary duration βħ gives the closed form K. The spectral decomposition of H gives a sum of Boltzmann factors, each level contributing g states per area.

H, A, the Hilbert space and the path integral do not appear in the file. The closed form K, the levels E_n, the degeneracy g and the free value K₀ are definitions between real numbers, so the theorems establish that these standard formulas agree with one another; that they follow from H is assumed background. The convention ω = eB/m is the SI one, without a factor of the speed of light, and e > 0, B > 0 mean that e is read as the magnitude of the charge. Spin and the Zeeman energy, motion along the field, boundaries, disorder, interactions, Fermi statistics and the off-diagonal kernel with its gauge-dependent phase are all absent. The limits come without rates, and K < K₀ is a comparison with zero field, not a statement that K decreases monotonically in B.

For a non-interacting spinless gas in two dimensions with Boltzmann statistics, K fixes the field dependence of the free energy per particle through −(1/β) ln K, and K < K₀ says that, at fixed temperature and density, any field raises it above its zero-field value, which is the sign expected of orbital diamagnetism. The limit β → ∞ shows how, in the same one-particle model, the degeneracy of the lowest level is read off the kernel once the factor exp(−βE₀) is divided out.

## Why it is true

### The sum over levels

Put x = βħω > 0, so that βE_n = x(n + 1/2). From 2 sinh(x/2) = exp(x/2) − exp(−x/2), multiplication by exp(−x/2) gives

exp(−x/2) · 2 sinh(x/2) = 1 − exp(−x).

This is `exp_mul_two_sinh`, valid for all real x. Its proof records the two products exp(−x/2) exp(x/2) = 1 (`h1`) and exp(−x/2) exp(−x/2) = exp(−x) (`h2`), expands sinh with `Real.sinh_eq`, and subtracts them with `linear_combination h1 - h2`.

Each Boltzmann factor splits as

exp(−x(n + 1/2)) = exp(−x/2) · (exp(−x))ⁿ.

Since x > 0, the ratio exp(−x) lies strictly between 0 and 1, and the geometric series converges:

Σ_{n≥0} exp(−x(n + 1/2)) = exp(−x/2) / (1 − exp(−x)) = 1 / (2 sinh(x/2)).

The last step replaces the denominator by exp(−x/2) · 2 sinh(x/2) and cancels exp(−x/2). In `hasSum_boltzmann`, `hr` bounds the ratio, `hg` is the geometric series multiplied by exp(−x/2), `hf` is the splitting of the terms and `hv` is the cancellation. The conclusion is a `HasSum`, which yields both `h.summable` and `h.tsum_eq` in the next theorem.

Multiplying by g,

g Σ exp(−βE_n) = (eB/(2πħ)) · 1/(2 sinh(βħω/2)) = K.

`diagKernel_eq_landau_sum` applies `hasSum_boltzmann` at `x := β * hbar * cyclotron e B m`, matches the exponents −βE_n and −x(n + 1/2) in `hf`, and leaves the multiplication of prefactors to `ring`.

### Weak field

Put u = x/2 = βħeB/(2m). Then

K₀ u = (m/(2πħ²β)) · (βħeB/(2m)) = eB/(4πħ),

and division by sinh u, which is positive for u > 0, gives

K = K₀ · u / sinh u.

`diagKernel_eq_free_mul` does this by replacing the sinh with a positive unknown `s` through `generalize`, then unfolding ω in the remaining factor u and clearing denominators with `field_simp`.

Because sinh 0 = 0, the ratio (sinh u)/u is the difference quotient of sinh at the origin and tends to cosh 0 = 1. Its reciprocal then tends to 1 as well:

u / sinh u → 1 as u → 0, u ≠ 0.

In `tendsto_div_sinh` the difference quotient comes from `(Real.hasDerivAt_sinh 0).tendsto_slope_zero` and the reciprocal from `h2.inv₀ one_ne_zero`.

As B decreases to 0, u is a continuous function of B that vanishes at B = 0 and is positive for B > 0, so it approaches 0 through nonzero values. These two facts make up `hu` in `diagKernel_tendsto_free`. Composing with `tendsto_div_sinh` and multiplying by the constant K₀ gives K₀ · u/sinh u → K₀, and `congr'` transfers the limit to K, which equals that product for all B > 0. `landau_sum_tendsto_free` makes one more such transfer using the second part of `diagKernel_eq_landau_sum`. The series is thus summed at fixed B before the limit is taken, and no exchange of sum and limit occurs.

For u > 0 one has sinh u = u + u³/6 + … > u, hence u/sinh u < 1, and with K₀ > 0,

K = K₀ · u/sinh u < K₀.

`diagKernel_lt_free` takes u < sinh u from `Real.self_lt_sinh_iff`, converts it with `div_lt_one`, and multiplies by the positive K₀ (`hf`).

### Low temperature

Here βE₀ = x/2 and K = g/(2 sinh(x/2)), so the first identity gives

exp(βE₀) K = g / (exp(−x/2) · 2 sinh(x/2)) = g / (1 − exp(−βħω)).

As β → ∞ with ħω > 0, exp(−βħω) → 0 and the right side tends to g. In `lowest_level_limit`, `hx` is the decay of the exponential, `h1` and `h` carry it through the subtraction, the inverse and the factor g, and `hid` is the displayed identity, with `hE` writing exp(βE₀) as the inverse of exp(−x/2).

## In a numerical calculation

The following points about finite sums and floating-point arithmetic are practical remarks that the file does not check. A program that sums the levels n = 0, …, N − 1 obtains, by the finite geometric series,

g Σ_{n<N} exp(−βE_n) = K · (1 − exp(−Nx)).

The relative truncation error is exp(−Nx), so N must grow like 1/x as the field is lowered. With N fixed, the truncated sum goes to zero as B decreases, which is the failure of the term-by-term limit in concrete form. The closed forms avoid the sum. For small and moderate u one evaluates K₀ · u/sinh u and returns K₀ at u = 0 as a separate case. For large x, where sinh overflows, one evaluates g exp(−x/2)/(1 − exp(−x)), or its logarithm ln g − x/2 − ln(1 − exp(−x)). If this second form is also used at small x, the denominator is best computed as −expm1(−x), with expm1(y) the library routine for exp(y) − 1, to avoid cancellation. The closed form K is also a reference value for a discretised path integral for ⟨r|exp(−βH)|r⟩: with the vector potential evaluated at the midpoint of each step, the result should approach K as the imaginary-time step goes to zero.
